# A quaternion that commutes with every purely imaginary quaternion is real

The lemma takes a real quaternion `c` that commutes with every quaternion of zero real part, and concludes that `c` equals its own real part. In the usual picture by 2×2 matrices, where the units i, j, k stand for −i times the Pauli matrices, it says that a real combination of the identity and these three which commutes with all real combinations of the three is a real multiple of the identity. Nothing is assumed about the norm of `c`, which may be zero. The proof tests `c` against i and j only, compares components of the two products, and reads off that the three imaginary components of `c` vanish.

The failing Lean file:

```lean
import Mathlib

open Matrix
open scoped Quaternion

namespace RealOfCommutes

noncomputable section

/-- A quaternion that commutes with every vector is real. -/
theorem real_of_commutes {c : ℍ[ℝ]} (h : ∀ v : ℍ[ℝ], v.re = 0 → c * v = v * c) :
    c = (c.re : ℍ[ℝ]) := by
  -- it is enough to test the unit vectors i and j
  have hi := h ⟨0, 1, 0, 0⟩ rfl
  have hj := h ⟨0, 0, 1, 0⟩ rfl
  have h1 := congrArg (fun x : ℍ[ℝ] => x.imJ) hi
  have h2 := congrArg (fun x : ℍ[ℝ] => x.imK) hi
  have h3 := congrArg (fun x : ℍ[ℝ] => x.imK) hj
  simp only [Quaternion.imJ_mul, Quaternion.imK_mul] at h1 h2 h3
  have hI : c.imI = 0 := by linarith
  have hJ : c.imJ = 0 := by linarith
  have hK : c.imK = 0 := by linarith
  ext <;> simp [hI, hJ, hK]

end

end RealOfCommutes
```

Lean reports:

```
Main.lean:19:2: error: `simp` made no progress

Note: The target expression is not type-correct under the `implicit` transparency level, which may have triggered the failure. This is usually caused by unfolding of semireducible definitions in prior tactic steps. Use `set_option linter.tacticCheckInstances true` to investigate the source of the issue.
Full error:
  Application type mismatch: The argument
    c
  has type
    ℍ
  but is expected to have type
    ℍ[ℝ,-1,-1]
  in the application
    c.re
```

What went wrong. The message says that `simp only` could rewrite nothing in `h1`, `h2` or `h3`. Its note points to a mismatch of types: `ℍ[ℝ]` is by definition `ℍ[ℝ,-1,-1]`, but Lean doesn't unfold that definition at the transparency named there. The `c.re` it quotes stands in the goal, which the repair leaves alone, but the same mismatch affects the products. The vectors written `⟨0, 1, 0, 0⟩` and `⟨0, 0, 1, 0⟩` are built by the constructor of the underlying `ℍ[ℝ,-1,-1]`, while `Quaternion.imJ_mul` and `Quaternion.imK_mul` expect factors of type `ℍ[ℝ]`, so they fail to match.

The repair uses the constructors only to prove that such vectors exist. `obtain` then gives variables `i` and `j` declared with type `ℍ[ℝ]`, to which the product lemmas apply. Since the variables no longer show their components, the equations `i0` to `i3` and `j0` to `j3` are handed to `simp only` to put the numbers back; `i0` and `j0` also supply the zero real part that `h` asks for.

Fix (accepted with no message):

```diff
@@ -12,10 +12,15 @@
     c = (c.re : ℍ[ℝ]) := by
   -- it is enough to test the unit vectors i and j
-  have hi := h ⟨0, 1, 0, 0⟩ rfl
-  have hj := h ⟨0, 0, 1, 0⟩ rfl
+  obtain ⟨i, i0, i1, i2, i3⟩ : ∃ i : ℍ[ℝ], i.re = 0 ∧ i.imI = 1 ∧ i.imJ = 0 ∧ i.imK = 0 :=
+    ⟨⟨0, 1, 0, 0⟩, rfl, rfl, rfl, rfl⟩
+  obtain ⟨j, j0, j1, j2, j3⟩ : ∃ j : ℍ[ℝ], j.re = 0 ∧ j.imI = 0 ∧ j.imJ = 1 ∧ j.imK = 0 :=
+    ⟨⟨0, 0, 1, 0⟩, rfl, rfl, rfl, rfl⟩
+  have hi := h i i0
+  have hj := h j j0
   have h1 := congrArg (fun x : ℍ[ℝ] => x.imJ) hi
   have h2 := congrArg (fun x : ℍ[ℝ] => x.imK) hi
   have h3 := congrArg (fun x : ℍ[ℝ] => x.imK) hj
-  simp only [Quaternion.imJ_mul, Quaternion.imK_mul] at h1 h2 h3
+  simp only [Quaternion.imJ_mul, Quaternion.imK_mul, i0, i1, i2, i3, j0, j1, j2, j3]
+    at h1 h2 h3
   have hI : c.imI = 0 := by linarith
   have hJ : c.imJ = 0 := by linarith
```
